# Atom–atom polarizabilities of Hückel benzene from its spectral projectors

Take two sites with one orbital each, coupled by $-1$, and two electrons. Raise the energy of site 1 by $t$. The lower orbital then puts

$$q_1(t)=1-\frac{t}{\sqrt{4+t^2}},\qquad q_2(t)=1+\frac{t}{\sqrt{4+t^2}}$$

electrons on the sites, so the slopes at $t=0$ are $-\tfrac12$ and $+\tfrac12$. The unperturbed system gives the same numbers. Its levels are $\mp1$, with projector entries $\tfrac12$ on the diagonal and $\pm\tfrac12$ off it, and

$$4\cdot\frac{\tfrac12\cdot\tfrac12}{-1-1}=-\tfrac12,\qquad 4\cdot\frac{\tfrac12\cdot(-\tfrac12)}{-1-1}=+\tfrac12 .$$

Charge moves because the perturbation mixes an occupied level with a virtual one, weighted by the inverse of their energy difference.

## The polarizability formula and its values on the six-ring

For non-interacting electrons with levels $\varepsilon_k$ and real symmetric projectors $P_k$, the atom–atom polarizability is

$$\pi_{rs}=4\sum_{\varepsilon_k<0<\varepsilon_l}\frac{P_k(r,s)\,P_l(r,s)}{\varepsilon_k-\varepsilon_l}.$$

When the negative levels are doubly occupied and no level lies at zero, it is the first-order change of the population of atom $r$ per unit rise of the site energy (Coulomb integral) of atom $s$. For benzene, $H=-A$ with $A$ the adjacency matrix of the ring, and

| pair | self | ortho | meta | para |
|---|---|---|---|---|
| $\pi_{rs}$ | $-43/108$ | $17/108$ | $-1/108$ | $11/108$ |

Energies are in units of $\lvert\beta\rvert$, with $\beta<0$ the resonance integral, and the unperturbed site energy is zero. Tables in units of $1/\beta$ show the opposite signs.

## Sum-over-states response in a code

A sum-over-states routine for the static response of independent electrons can be tested on this sum: the fractions above are reference values for the six-site ring without electron interaction. A diagonalizer returns an arbitrary orthonormal basis of each degenerate pair in benzene. The contributions of single orbitals depend on that basis, but $P_k$ and the total $\pi_{rs}$ don't.

## From stationarity to the four fractions

Let $H=\sum_k\varepsilon_kP_k$ with $P_kP_l=\delta_{kl}P_k$ and $\sum_kP_k=1$. The density matrix per spin is $D=\sum_kf_kP_k$, where $f_k=1$ if $\varepsilon_k<0$ and $f_k=0$ otherwise. Let no level lie at zero, and write $D(t)=D+tD'+\dots$ for the density under $H+tV$. The density commutes with the Hamiltonian and is idempotent, so at first order

$$HD'+VD=D'H+DV,\qquad DD'+D'D=D'.$$

Multiply by $P_k$ on the left and $P_l$ on the right:

$$(\varepsilon_k-\varepsilon_l)\,P_kD'P_l=(f_k-f_l)\,P_kVP_l,\qquad (f_k+f_l-1)\,P_kD'P_l=0 .$$

If $f_k=f_l$, the second equation makes the block vanish. If $f_k\ne f_l$, the energies differ and the first equation fixes the block. Summing the blocks,

$$D'=\sum_{k,l}\frac{f_k-f_l}{\varepsilon_k-\varepsilon_l}\,P_kVP_l ,$$

where pairs of equal energy contribute zero.

For $V=\lvert s\rangle\langle s\rvert$, symmetry gives $(P_kVP_l)_{rr}=P_k(r,s)P_l(r,s)$. The pairs (occupied, virtual) and (virtual, occupied) contribute equally, so $2D'_{rr}=\pi_{rs}$ when no level lies at zero.

Part of the factor 4 is easily counted twice. The 4 is 2 for spin times 2 for the two orders of the pair, so a loop over both orders, with the weights $(f_k-f_l)/(\varepsilon_k-\varepsilon_l)$ of $D'$, needs the prefactor 2.

On the ring, the plane waves with wave number $j$ have energy $-2\cos(\pi j/3)$. The projector onto such a wave has the entries $e^{i\pi j(r-s)/3}/6$. Adding the projectors for $j$ and $-j$, when these are different waves, gives level projectors that are real and depend only on $d=r-s$ modulo 6:

| level | $6P$ for $d=0,1,2,3$ |
|---|---|
| $-2$ | $1,\ 1,\ 1,\ 1$ |
| $-1$ | $2,\ 1,\ -1,\ -2$ |
| $1$ | $2,\ -1,\ -1,\ 2$ |
| $2$ | $1,\ -1,\ 1,\ -1$ |

The level pairs $(-2,1),(-2,2),(-1,1),(-1,2)$ have denominators $-3,-4,-2,-3$. With $4/36=1/9$,

$$\begin{aligned}
\pi(0)&=\tfrac19\left(-\tfrac23-\tfrac14-2-\tfrac23\right)=-\tfrac{43}{108},\\
\pi(1)&=\tfrac19\left(\tfrac13+\tfrac14+\tfrac12+\tfrac13\right)=\tfrac{17}{108},\\
\pi(2)&=\tfrac19\left(\tfrac13-\tfrac14-\tfrac12+\tfrac13\right)=-\tfrac1{108},\\
\pi(3)&=\tfrac19\left(-\tfrac23+\tfrac14+2-\tfrac23\right)=\tfrac{11}{108}.
\end{aligned}$$

The differences 4 and 5 repeat meta and ortho.

## The Lean file

```lean
import Mathlib

namespace HueckelPolarizability

noncomputable section

variable {ι n : Type*} [Fintype ι] [DecidableEq ι] [Fintype n] [DecidableEq n]

/-- The sum of the matrices `P k` with weights `c k`. -/
def spectralSum (P : ι → Matrix n n ℝ) (c : ι → ℝ) : Matrix n n ℝ := ∑ k, c k • P k

/-- The `P k` are symmetric, mutually orthogonal projectors that add up to the identity, and `H`
is their sum weighted with the energies `ε k`. -/
structure IsSpectralResolution (H : Matrix n n ℝ) (ε : ι → ℝ) (P : ι → Matrix n n ℝ) : Prop where
  symm : ∀ k r s, P k r s = P k s r
  mul : ∀ k l, P k * P l = if k = l then P k else 0
  complete : ∑ k, P k = 1
  decomp : H = spectralSum P ε

/-- Occupation per spin: one for negative energy, zero otherwise. -/
def occupation (e : ℝ) : ℝ := if e < 0 then 1 else 0

/-- The density matrix per spin. -/
def occupiedDensity (ε : ι → ℝ) (P : ι → Matrix n n ℝ) : Matrix n n ℝ :=
  spectralSum P fun k => occupation (ε k)

/-- The sum of the blocks `P k * V * P l` with weights `w k l`. -/
def blocks (P : ι → Matrix n n ℝ) (V : Matrix n n ℝ) (w : ι → ι → ℝ) : Matrix n n ℝ :=
  ∑ k, ∑ l, w k l • (P k * V * P l)

/-- The first-order density matrix for a perturbation `V`: differences of occupation over
differences of energy. Only pairs of different energy contribute. -/
def densityResponse (ε : ι → ℝ) (P : ι → Matrix n n ℝ) (V : Matrix n n ℝ) : Matrix n n ℝ :=
  blocks P V fun k l => (occupation (ε k) - occupation (ε l)) / (ε k - ε l)

/-- The atom-atom polarizability: four times the sum over occupied (negative) and virtual
(positive) levels of `P_e(r,s) P_e'(r,s) / (e - e')`. -/
def polarizability (ε : ι → ℝ) (P : ι → Matrix n n ℝ) (r s : n) : ℝ :=
  4 * ∑ k, ∑ l, if ε k < 0 ∧ 0 < ε l then P k r s * P l r s / (ε k - ε l) else 0

/-- Multiplying a sum of blocks by a weighted sum of projectors, from the left or from the right,
multiplies each block by the weight of its left or right projector. -/
theorem blocks_mul {H : Matrix n n ℝ} {ε : ι → ℝ} {P : ι → Matrix n n ℝ}
    (h : IsSpectralResolution H ε P) (V : Matrix n n ℝ) (c : ι → ℝ) (w : ι → ι → ℝ) :
    spectralSum P c * blocks P V w = blocks P V (fun k l => w k l * c k) ∧
    blocks P V w * spectralSum P c = blocks P V (fun k l => w k l * c l) := by
  have hl : ∀ k, spectralSum P c * P k = c k • P k := fun k => by
    simp [spectralSum, Finset.sum_mul, h.mul, smul_ite]
  have hr : ∀ k, P k * spectralSum P c = c k • P k := fun k => by
    simp [spectralSum, Finset.mul_sum, h.mul, smul_ite]
  constructor
  · simp only [blocks, Finset.mul_sum]
    refine Finset.sum_congr rfl fun k _ => Finset.sum_congr rfl fun l _ => ?_
    rw [Matrix.mul_smul, ← mul_assoc, ← mul_assoc, hl]
    simp only [Matrix.smul_mul, smul_smul]
  · simp only [blocks, Finset.sum_mul]
    refine Finset.sum_congr rfl fun k _ => Finset.sum_congr rfl fun l _ => ?_
    rw [Matrix.smul_mul, mul_assoc, hr]
    simp only [Matrix.mul_smul, smul_smul]

/-- The first-order density matrix keeps the density stationary and idempotent to first order
in the perturbation `V`. -/
theorem first_order_equations {H : Matrix n n ℝ} {ε : ι → ℝ} {P : ι → Matrix n n ℝ}
    (h : IsSpectralResolution H ε P) (V : Matrix n n ℝ) :
    H * densityResponse ε P V + V * occupiedDensity ε P =
      densityResponse ε P V * H + occupiedDensity ε P * V ∧
    occupiedDensity ε P * densityResponse ε P V + densityResponse ε P V * occupiedDensity ε P =
      densityResponse ε P V := by
  have a := blocks_mul h V
  have hV : blocks P V (fun _ _ => 1) = V := by
    simp only [blocks, one_smul, ← Finset.mul_sum, ← Finset.sum_mul, h.complete, mul_one, one_mul]
  have hl : ∀ c, spectralSum P c * V = blocks P V (fun k _ => 1 * c k) := fun c => by
    rw [← (a c fun _ _ => 1).1, hV]
  have hr : ∀ c, V * spectralSum P c = blocks P V (fun _ l => 1 * c l) := fun c => by
    rw [← (a c fun _ _ => 1).2, hV]
  unfold occupiedDensity densityResponse
  constructor
  · rw [h.decomp, (a ε _).1, (a ε _).2, hl, hr]
    simp only [blocks, ← Finset.sum_add_distrib, ← add_smul]
    refine Finset.sum_congr rfl fun k _ => Finset.sum_congr rfl fun l _ => ?_
    congr 1
    by_cases e : ε k = ε l
    · simp [e]
    · linear_combination
        div_mul_cancel₀ (occupation (ε k) - occupation (ε l)) (sub_ne_zero.2 e)
  · rw [(a _ _).1, (a _ _).2]
    simp only [blocks, ← Finset.sum_add_distrib, ← add_smul]
    refine Finset.sum_congr rfl fun k _ => Finset.sum_congr rfl fun l _ => ?_
    congr 1
    simp only [occupation]
    split_ifs <;> ring

/-- If no level lies at zero energy, the polarizability is the first-order change of the population
of atom `r`, with two spins, under a unit shift of the Coulomb integral of atom `s`. -/
theorem population_response {H : Matrix n n ℝ} {ε : ι → ℝ} {P : ι → Matrix n n ℝ}
    (h : IsSpectralResolution H ε P) (gap : ∀ k, ε k ≠ 0) (r s : n) :
    2 * densityResponse ε P (Matrix.diagonal (Pi.single s 1)) r r = polarizability ε P r s := by
  let g : ι → ι → ℝ := fun k l =>
    if ε k < 0 ∧ 0 < ε l then P k r s * P l r s / (ε k - ε l) else 0
  have hs : ∀ k l, (P k * (Matrix.diagonal (Pi.single s 1) : Matrix n n ℝ) * P l :
      Matrix n n ℝ) r r = P k r s * P l r s := by
    intro k l
    rw [h.symm l r s, Matrix.mul_apply]
    simp [Matrix.mul_diagonal, Pi.single_apply]
  -- only pairs of an occupied and a virtual level survive
  have hy : ∀ k l, (occupation (ε k) - occupation (ε l)) / (ε k - ε l) *
      (P k r s * P l r s) = g k l + g l k := by
    intro k l
    rcases lt_or_gt_of_ne (gap k) with hk | hk <;> rcases lt_or_gt_of_ne (gap l) with hl | hl <;>
      simp only [g, occupation, hk, hl, lt_asymm hk, lt_asymm hl, and_true, and_false,
        if_true, if_false]
    · ring
    · ring
    · rw [← neg_sub (ε k) (ε l), div_neg]
      ring
    · ring
  have hswap : ∑ k, ∑ l, g l k = ∑ k, ∑ l, g k l := Finset.sum_comm
  simp only [densityResponse, blocks, Matrix.sum_apply, Matrix.smul_apply, smul_eq_mul, hs, hy,
    Finset.sum_add_distrib]
  rw [hswap]
  change _ = 4 * ∑ k, ∑ l, g k l
  ring

/-- The adjacency matrix of the six-ring. -/
def ringAdjacency : Matrix (Fin 6) (Fin 6) ℤ :=
  Matrix.of fun r s => if s = r + 1 ∨ r = s + 1 then 1 else 0

/-- The Hueckel Hamiltonian `H = -A` of benzene. -/
def benzeneH : Matrix (Fin 6) (Fin 6) ℝ := -(ringAdjacency.map (Int.cast : ℤ → ℝ))

/-- The four levels -2, -1, 1, 2. -/
def benzeneLevel : Fin 4 → ℤ := ![-2, -1, 1, 2]

/-- Six times the projector entries, by level and by the position difference on the ring. -/
def ringCoeff : Fin 4 → Fin 6 → ℤ :=
  ![![1, 1, 1, 1, 1, 1], ![2, 1, -1, -2, -1, 1], ![2, -1, -1, 2, -1, -1], ![1, -1, 1, -1, 1, -1]]

/-- The projector matrices of benzene, one for each level. -/
def benzeneP (k : Fin 4) : Matrix (Fin 6) (Fin 6) ℝ :=
  Matrix.of fun r s => (ringCoeff k (r - s) : ℝ) / 6

/-- The four explicit matrices are the spectral projectors of benzene for -2, -1, 1, 2. -/
theorem benzene_resolution :
    IsSpectralResolution benzeneH (fun k => (benzeneLevel k : ℝ)) benzeneP := by
  -- integer identities on the ring, checked by evaluation
  have h1 : ∀ k r s, ringCoeff k (r - s) = ringCoeff k (s - r) := by decide +kernel
  have h2 : ∀ k l r s, ∑ m, ringCoeff k (r - m) * ringCoeff l (m - s) =
      if k = l then 6 * ringCoeff k (r - s) else 0 := by decide +kernel
  have h3 : ∀ r s : Fin 6, ∑ k, ringCoeff k (r - s) = if r = s then 6 else 0 := by
    decide +kernel
  have h4 : ∀ r s, ∑ k, benzeneLevel k * ringCoeff k (r - s) = -6 * ringAdjacency r s := by
    decide +kernel
  refine ⟨fun k r s => ?_, fun k l => ?_, ?_, ?_⟩
  · simp only [benzeneP, Matrix.of_apply, h1 k r s]
  · ext r s
    have e := congrArg (Int.cast : ℤ → ℝ) (h2 k l r s)
    push_cast at e
    simp only [Matrix.mul_apply, benzeneP, Matrix.of_apply, div_mul_div_comm, ← Finset.sum_div]
    rw [e]
    split_ifs
    · simp only [Matrix.of_apply]; ring
    · simp
  · ext r s
    have e := congrArg (Int.cast : ℤ → ℝ) (h3 r s)
    push_cast at e
    simp only [Matrix.sum_apply, benzeneP, Matrix.of_apply, ← Finset.sum_div, Matrix.one_apply]
    rw [e]
    split_ifs <;> norm_num
  · ext r s
    have e := congrArg (Int.cast : ℤ → ℝ) (h4 r s)
    push_cast at e
    simp only [benzeneH, spectralSum, Matrix.neg_apply, Matrix.map_apply, Matrix.sum_apply,
      Matrix.smul_apply, smul_eq_mul, benzeneP, Matrix.of_apply, ← mul_div_assoc,
      ← Finset.sum_div]
    linear_combination (-1 / 6) * e

/-- The polarizabilities of benzene, by the position difference `r - s` on the ring: self -43/108,
ortho 17/108, meta -1/108, para 11/108, then meta and ortho again. -/
theorem benzene_polarizability (r s : Fin 6) :
    polarizability (fun k => (benzeneLevel k : ℝ)) benzeneP r s =
      (![-43 / 108, 17 / 108, -1 / 108, 11 / 108, -1 / 108, 17 / 108] : Fin 6 → ℝ) (r - s) := by
  simp only [polarizability, benzeneP, Matrix.of_apply]
  -- every entry depends on the position difference only
  generalize r - s = d
  fin_cases d <;> simp [Fin.sum_univ_four, benzeneLevel, ringCoeff] <;> norm_num

end

end HueckelPolarizability
```

```lean
#print axioms HueckelPolarizability.first_order_equations
-- 'HueckelPolarizability.first_order_equations' depends on axioms: [propext, Classical.choice, Quot.sound]
#print axioms HueckelPolarizability.population_response
-- 'HueckelPolarizability.population_response' depends on axioms: [propext, Classical.choice, Quot.sound]
#print axioms HueckelPolarizability.benzene_resolution
-- 'HueckelPolarizability.benzene_resolution' depends on axioms: [propext, Classical.choice, Quot.sound]
#print axioms HueckelPolarizability.benzene_polarizability
-- 'HueckelPolarizability.benzene_polarizability' depends on axioms: [propext, Classical.choice, Quot.sound]
```

## What is checked, and the step to a real perturbation

In the general theorems `n` labels sites and `ι` labels levels. `IsSpectralResolution` collects the assumptions on $H$, $\varepsilon_k$ and $P_k$; `occupiedDensity` is $D$ and `densityResponse` is $D'$. The matrix `Matrix.diagonal (Pi.single s 1)` is $\lvert s\rangle\langle s\rvert$. The hypothesis `gap` says that no level sits at zero, the energy that separates filled from empty levels; when all site energies are zero, as in benzene, this excludes nonbonding levels.

`blocks_mul` shows that multiplying by a weighted sum of projectors rescales each block. With it, `first_order_equations` runs the derivation backwards: it inserts the formula for $D'$ and compares weights block by block, treating equal energies separately. `population_response` splits the levels by sign and swaps the two summations to merge the two orders of each pair.

For benzene, sites are numbered 0 to 5 and `r - s` wraps around the ring. `benzene_resolution` reduces the projector properties to integer identities, which `decide +kernel` evaluates, and then divides by the powers of 6. `benzene_polarizability` replaces `r - s` by one variable and computes its six cases, so it holds for every pair of atoms.

The theorems establish that $D'$ solves the two first-order equations and that its diagonal yields $\pi_{rs}$. The step left to perturbation theory is that, with no level at zero, the density of $H+tV$ is differentiable at $t=0$; the block argument above then identifies its derivative with $D'$. The model keeps the bonds equal and fixed, and has neither electron repulsion nor self-consistent feedback, so the fractions are uncoupled responses and not predictions for the molecule.
